# Local moments of a finite Hermitian Hamiltonian satisfy m₂m₄ ≥ m₃² + m₂³ at a site of zero on-site energy

Take a one-particle Hamiltonian on finitely many sites, with one orthonormal orbital per site, written as a Hermitian complex matrix H. The declaration `siteShape_nonneg` says that if the diagonal entry Hᵢᵢ is zero, then m₂m₄ − m₃² − m₂³ ≥ 0, where mₖ is the real part of (Hᵏ)ᵢᵢ, the k-th moment of the Hamiltonian in the orbital of site i. The proof applies the general inequality `shape_nonneg`, which holds for a symmetric operator and a unit vector with vanishing first moment, to the operator of H and the basis vector of site i. It then uses `moment_site` to turn the moments into diagonal entries of powers of H.

Lean 4 with Mathlib refuses this proof:

```lean
import Mathlib

open Matrix

namespace SiteShapeNonneg

noncomputable section

variable {E : Type*} [NormedAddCommGroup E] [InnerProductSpace ℂ E]

/-- The `n`-th moment of the operator `T` in the state `e`: the real part of `⟨e, Tⁿ e⟩`. -/
def moment (T : E →ₗ[ℂ] E) (e : E) (n : ℕ) : ℝ := (inner ℂ e ((T ^ n) e)).re

/-- For a symmetric Hamiltonian and a unit vector `e`, the squared norm of
`(a H² + b H + c) e` with real `a, b, c` is a quadratic form built from the first four moments. -/
theorem norm_sq_quadratic {T : E →ₗ[ℂ] E} (hT : T.IsSymmetric) {e : E} (he : ‖e‖ = 1)
    (a b c : ℝ) :
    ‖(a : ℂ) • T (T e) + (b : ℂ) • T e + (c : ℂ) • e‖ ^ 2 =
      a ^ 2 * moment T e 4 + 2 * a * b * moment T e 3 + (b ^ 2 + 2 * a * c) * moment T e 2
        + 2 * b * c * moment T e 1 + c ^ 2 := by
  have h (x y : E) : inner ℂ (T x) y = inner ℂ x (T y) := hT x y
  have he1 : inner ℂ e e = (1 : ℂ) := by
    rw [inner_self_eq_norm_sq_to_K, he]; simp
  have h0 (v : E) : ‖v‖ ^ 2 = (inner ℂ v v).re := (inner_self_eq_norm_sq (𝕜 := ℂ) v).symm
  -- symmetry moves every Hamiltonian to the right-hand slot
  rw [h0]
  simp only [moment, pow_succ, pow_zero, one_mul, Module.End.mul_apply, inner_add_left,
    inner_add_right, inner_smul_left, inner_smul_right, Complex.conj_ofReal, h, he1,
    Complex.add_re, Complex.re_ofReal_mul, Complex.one_re]
  ring

/-- For a symmetric Hamiltonian and a unit vector, the Hankel determinant of the moments
`m₀ = 1, m₁, …, m₄` is nonnegative. -/
theorem hankel_det_nonneg {T : E →ₗ[ℂ] E} (hT : T.IsSymmetric) {e : E} (he : ‖e‖ = 1) :
    0 ≤ (!![1, moment T e 1, moment T e 2;
            moment T e 1, moment T e 2, moment T e 3;
            moment T e 2, moment T e 3, moment T e 4]).det := by
  have pos (a b c : ℝ) : 0 ≤ a ^ 2 * moment T e 4 + 2 * a * b * moment T e 3
      + (b ^ 2 + 2 * a * c) * moment T e 2 + 2 * b * c * moment T e 1 + c ^ 2 := by
    rw [← norm_sq_quadratic hT he a b c]
    positivity
  -- choose the constant term so that the vector is orthogonal to `e`
  have hd : discrim (moment T e 2 - moment T e 1 ^ 2)
      (2 * (moment T e 3 - moment T e 1 * moment T e 2))
      (moment T e 4 - moment T e 2 ^ 2) ≤ 0 := by
    apply discrim_le_zero
    intro x
    have := pos 1 x (-(moment T e 2 + x * moment T e 1))
    linarith
  rw [Matrix.det_fin_three]
  simp only [discrim] at hd
  simp
  linarith

/-- Shape inequality: for a symmetric Hamiltonian and a unit vector with `m₁ = 0`,
`m₂ m₄ - m₃² - m₂³ ≥ 0`. -/
theorem shape_nonneg {T : E →ₗ[ℂ] E} (hT : T.IsSymmetric) {e : E} (he : ‖e‖ = 1)
    (h1 : moment T e 1 = 0) :
    0 ≤ moment T e 2 * moment T e 4 - moment T e 3 ^ 2 - moment T e 2 ^ 3 := by
  have h := hankel_det_nonneg hT he
  rw [Matrix.det_fin_three] at h
  simp [h1] at h
  linarith

variable {n : Type*} [Fintype n] [DecidableEq n]

/-- The shape expression `m₂ m₄ - m₃² - m₂³` at site `i`, with `m_k` the real part of the
diagonal entry `(H^k)ᵢᵢ`. -/
def siteShape (H : Matrix n n ℂ) (i : n) : ℝ :=
  ((H ^ 2) i i).re * ((H ^ 4) i i).re - ((H ^ 3) i i).re ^ 2 - ((H ^ 2) i i).re ^ 3

/-- The moments of a matrix Hamiltonian in the orbital of site `i` are the real parts of the
diagonal entries of its powers. -/
theorem moment_site (H : Matrix n n ℂ) (i : n) (k : ℕ) :
    moment (Matrix.toEuclideanLin H) (EuclideanSpace.single i 1) k = ((H ^ k) i i).re := by
  have key : ∀ v : EuclideanSpace ℂ n,
      ((Matrix.toEuclideanLin H) ^ k) v = WithLp.toLp 2 ((H ^ k) *ᵥ v.ofLp) := by
    induction k with
    | zero => intro v; simp
    | succ k ih =>
      intro v
      rw [pow_succ, Module.End.mul_apply, ih, pow_succ, ← Matrix.mulVec_mulVec]
      rfl
  rw [moment, key, EuclideanSpace.inner_single_left]
  simp

/-- For a Hermitian matrix Hamiltonian and a site with zero on-site energy, the shape
expression of the local moments is nonnegative. -/
theorem siteShape_nonneg {H : Matrix n n ℂ} (hH : H.IsHermitian) (i : n) (hi : H i i = 0) :
    0 ≤ siteShape H i := by
  have h := shape_nonneg (Matrix.isHermitian_iff_isSymmetric.mp hH)
    (e := EuclideanSpace.single i 1) (by simp) (by rw [moment_site]; simp [hi])
  simpa only [moment_site] using h

end

end SiteShapeNonneg
```

The compiler's answer:

```
Main.lean:91:26: warning: `Matrix.isHermitian_iff_isSymmetric` has been deprecated: use isSymmetric_toEuclideanLin_iff.symm
Main.lean:93:2: error: Type mismatch: After simplification, term
  h
 has type
  @LE.le ℝ Real.instLE 0 (((H ^ 2) i i).re * ((H ^ 4) i i).re - ((H ^ 3) i i).re ^ 2 - ((H ^ 2) i i).re ^ 3)
but is expected to have type
  @LE.le ℝ Real.instLE 0 (siteShape H i)
```

After these edits no error is left:

```diff
@@ -89,7 +89,7 @@
 theorem siteShape_nonneg {H : Matrix n n ℂ} (hH : H.IsHermitian) (i : n) (hi : H i i = 0) :
     0 ≤ siteShape H i := by
-  have h := shape_nonneg (Matrix.isHermitian_iff_isSymmetric.mp hH)
+  have h := shape_nonneg (isSymmetric_toEuclideanLin_iff.mpr hH)
     (e := EuclideanSpace.single i 1) (by simp) (by rw [moment_site]; simp [hi])
-  simpa only [moment_site] using h
+  simpa only [moment_site, siteShape] using h
 
 end
```

Cause. The error is at the last step, `simpa only [moment_site] using h`. The rewriting of `h` worked: the message shows it as the inequality in explicit matrix entries. The goal, however, still read `0 ≤ siteShape H i`. `siteShape` is an ordinary definition, and `simpa only` unfolds such a definition only if it is listed; the final comparison of `h` with the goal does not unfold it either. So the two sides did not match, although the body of `siteShape` is exactly the expression in `h`. Adding `siteShape` to the list unfolds it in the goal, and the two then agree.

The other change is mere tidying. The warning says that `Matrix.isHermitian_iff_isSymmetric` is deprecated in favour of `isSymmetric_toEuclideanLin_iff.symm`. As the new equivalence is stated the other way round, `.mp` becomes `.mpr`. The warning did not stop the file from compiling.
